# Coherence decay and the unique steady state of an undriven two-level atom in thermal light

The generator here acts on all complex $2\times2$ matrices, not only on density matrices: Hermiticity and positivity are never assumed, and trace one is imposed only where it is needed. Index 0 is the ground state and index 1 the excited state. There is no Hamiltonian term, as in the interaction picture of an undriven atom, and no pure dephasing.

```lean
import Mathlib

open Matrix Filter Topology

namespace ThermalOpticalMasterEquation

noncomputable section
```

The lowering matrix is $s=|0\rangle\langle1|$.

```lean
/-- The lowering matrix, taking the excited state (index 1) to the ground state (index 0). -/
def lowering : Matrix (Fin 2) (Fin 2) ℂ := !![0, 1; 0, 0]
```

A jump operator $c$ contributes $D_c(r)=c\,r\,c^*-\tfrac12(c^*c\,r+r\,c^*c)$, where the star is the conjugate transpose, `ᴴ` in Lean.

```lean
/-- The Lindblad dissipator of a jump operator `c`. -/
def dissipator (c r : Matrix (Fin 2) (Fin 2) ℂ) : Matrix (Fin 2) (Fin 2) ℂ :=
  c * r * cᴴ - (1 / 2 : ℂ) • (cᴴ * c * r + r * (cᴴ * c))
```

The real number $A$ is the spontaneous emission rate and $n$ the mean photon number per mode at the transition frequency. Both are postulated, as is the Markovian form
$$L(r)=A(n+1)D_s(r)+An\,D_{s^*}(r).$$

```lean
/-- The thermal generator: emission at rate `A (n + 1)` and absorption at rate `A n`. -/
def generator (A n : ℝ) (r : Matrix (Fin 2) (Fin 2) ℂ) : Matrix (Fin 2) (Fin 2) ℂ :=
  (A * (n + 1) : ℂ) • dissipator lowering r + (A * n : ℂ) • dissipator loweringᴴ r
```

The candidate steady state is $\rho=\mathrm{diag}(n+1,\;n)/(2n+1)$.

```lean
/-- The diagonal state with ground population `(n+1)/(2n+1)` and excited population `n/(2n+1)`. -/
def steadyState (n : ℝ) : Matrix (Fin 2) (Fin 2) ℂ :=
  !![((n : ℂ) + 1) / (2 * n + 1), 0; 0, (n : ℂ) / (2 * n + 1)]
```

Write $\Gamma=A(2n+1)$. The entry $r_{ij}$ will relax at a rate $k_{ij}$, with $k_{00}=k_{11}=\Gamma$ and $k_{01}=k_{10}=\Gamma/2$.

```lean
/-- The relaxation rates: `A (2n+1)` for populations and half of it for coherences. -/
def rate (A n : ℝ) (i j : Fin 2) : ℝ :=
  if i = j then A * (2 * n + 1) else A * (2 * n + 1) / 2
```

From an initial matrix $r_0$, the expected evolution at time $t$ is $\rho_{ij}+e^{-k_{ij}t}\,\big((r_0)_{ij}-\rho_{ij}\big)$.

```lean
/-- Exponential relaxation of each matrix entry from `r₀` towards the steady state. -/
def relaxed (A n : ℝ) (r₀ : Matrix (Fin 2) (Fin 2) ℂ) (t : ℝ) : Matrix (Fin 2) (Fin 2) ℂ :=
  Matrix.of fun i j => steadyState n i j +
    ((Real.exp (-rate A n i j * t) : ℝ) : ℂ) * (r₀ i j - steadyState n i j)
```

A solution of the master equation satisfies $\dot r_{ij}=L(r)_{ij}$ for each entry and at every real time, negative times included.

```lean
/-- The time-dependent matrix `r` solves the master equation `dr/dt = L(r)`. -/
def IsSolution (A n : ℝ) (r : ℝ → Matrix (Fin 2) (Fin 2) ℂ) : Prop :=
  ∀ t i j, HasDerivAt (fun τ => r τ i j) (generator A n (r t) i j) t
```

## Rate equations and free coherences

Since $s\,r\,s^*=r_{11}|0\rangle\langle0|$ and $s^*s=|1\rangle\langle1|$,
$$D_s(r)=\begin{pmatrix}r_{11}&-r_{01}/2\\-r_{10}/2&-r_{11}\end{pmatrix},\qquad D_{s^*}(r)=\begin{pmatrix}-r_{00}&-r_{01}/2\\-r_{10}/2&r_{00}\end{pmatrix}.$$
The weighted sum gives $L(r)_{00}=A(n+1)r_{11}-An\,r_{00}=-L(r)_{11}$, and each coherence is multiplied by $-\Gamma/2$. Lean expands the products and checks the four entries separately.

```lean
/-- The generator in components: rate equations for the populations, and each coherence multiplied
by `-A(2n+1)/2`. -/
theorem generator_apply (A n : ℝ) (r : Matrix (Fin 2) (Fin 2) ℂ) :
    generator A n r =
      !![(A * (n + 1) * r 1 1 - A * n * r 0 0 : ℂ), -(A * (2 * n + 1) / 2) * r 0 1;
         -(A * (2 * n + 1) / 2) * r 1 0, A * n * r 0 0 - A * (n + 1) * r 1 1] := by
  ext i j
  -- expand every product into entries before inserting the lowering matrix
  simp only [generator, dissipator, Matrix.add_apply, Matrix.sub_apply, Matrix.smul_apply,
    Matrix.mul_apply, Matrix.conjTranspose_apply, Fin.sum_univ_two, smul_eq_mul]
  fin_cases i <;> fin_cases j <;> simp [lowering] <;> ring
```

Now let $A>0$ and $n\ge0$, so that $\Gamma>0$, and suppose that $L(r)=-\tfrac{\Gamma}{2}r$. Adding the two population equations gives $0=-\tfrac{\Gamma}{2}(r_{00}+r_{11})$, so $r_{11}=-r_{00}$. The first equation then reads $-\Gamma r_{00}=-\tfrac{\Gamma}{2}r_{00}$, hence $r_{00}=r_{11}=0$. Conversely, any matrix with zero populations satisfies the equation; the nonzero ones are the eigenvectors. In the proof, `linear_combination` performs the additions and `hG` allows division by $\Gamma$.

```lean
/-- A matrix satisfies the eigenvalue equation at `-A(2n+1)/2` exactly when both its
populations vanish. -/
theorem coherence_iff {A n : ℝ} (hA : 0 < A) (hn : 0 ≤ n) (r : Matrix (Fin 2) (Fin 2) ℂ) :
    generator A n r = (-(A * (2 * n + 1) / 2) : ℂ) • r ↔ r 0 0 = 0 ∧ r 1 1 = 0 := by
  constructor
  · intro h
    have h00 : (A * (n + 1) * r 1 1 - A * n * r 0 0 : ℂ)
        = -(A * (2 * n + 1) / 2) * r 0 0 := by
      have := congrFun (congrFun h 0) 0
      rw [generator_apply] at this
      exact this
    have h11 : (A * n * r 0 0 - A * (n + 1) * r 1 1 : ℂ)
        = -(A * (2 * n + 1) / 2) * r 1 1 := by
      have := congrFun (congrFun h 1) 1
      rw [generator_apply] at this
      exact this
    have hG : (A * (2 * n + 1) : ℂ) ≠ 0 := by
      exact_mod_cast (by positivity : A * (2 * n + 1) ≠ 0)
    -- adding the two population equations shows that the trace vanishes
    have hs : r 0 0 + r 1 1 = 0 :=
      (mul_eq_zero.mp (by linear_combination 2 * h00 + 2 * h11 :
        (A * (2 * n + 1) : ℂ) * (r 0 0 + r 1 1) = 0)).resolve_left hG
    have hg : r 0 0 = 0 :=
      (mul_eq_zero.mp (by linear_combination 2 * A * (n + 1) * hs - 2 * h00 :
        (A * (2 * n + 1) : ℂ) * r 0 0 = 0)).resolve_left hG
    exact ⟨hg, by linear_combination hs - hg⟩
  · rintro ⟨h0, h1⟩
    rw [generator_apply]
    ext i j
    fin_cases i <;> fin_cases j <;> simp [h0, h1]
```

## The steady state

The populations of $\rho$ sum to $(n+1+n)/(2n+1)=1$.

```lean
/-- The steady populations multiplied by `2n+1` are `n+1` and `n`, and they sum to one. -/
theorem steadyState_populations {n : ℝ} (hn : 0 ≤ n) :
    (2 * (n : ℂ) + 1) * steadyState n 0 0 = n + 1 ∧
    (2 * (n : ℂ) + 1) * steadyState n 1 1 = n ∧
    steadyState n 0 0 + steadyState n 1 1 = 1 := by
  have hd : 2 * (n : ℂ) + 1 ≠ 0 := by
    exact_mod_cast (by positivity : 2 * n + 1 ≠ 0)
  have h0 : (2 * (n : ℂ) + 1) * steadyState n 0 0 = n + 1 := by
    show (2 * (n : ℂ) + 1) * (((n : ℂ) + 1) / (2 * n + 1)) = n + 1
    field_simp
  have h1 : (2 * (n : ℂ) + 1) * steadyState n 1 1 = n := by
    show (2 * (n : ℂ) + 1) * ((n : ℂ) / (2 * n + 1)) = n
    field_simp
  exact ⟨h0, h1, mul_left_cancel₀ hd (by linear_combination h0 + h1)⟩
```

If $r_{00}+r_{11}=1$, substituting for the other population gives
$$L(r)_{00}=A(n+1)-\Gamma r_{00},\qquad L(r)_{11}=An-\Gamma r_{11}.$$
With the coherence equations, this is $L(r)_{ij}=-k_{ij}(r_{ij}-\rho_{ij})$ for every entry.

```lean
/-- On trace-one matrices each entry of the generator is minus `rate` times that entry's deviation
from `steadyState`. -/
theorem generator_of_trace_one (A : ℝ) {n : ℝ} (hn : 0 ≤ n) {r : Matrix (Fin 2) (Fin 2) ℂ}
    (hr : r.trace = 1) (i j : Fin 2) :
    generator A n r i j = -(rate A n i j : ℂ) * (r i j - steadyState n i j) := by
  obtain ⟨h0, h1, -⟩ := steadyState_populations hn
  rw [Matrix.trace_fin_two] at hr
  have e00 : generator A n r 0 0 = -(rate A n 0 0 : ℂ) * (r 0 0 - steadyState n 0 0) := by
    simp [generator_apply, rate]
    linear_combination A * (n + 1) * hr - A * h0
  have e11 : generator A n r 1 1 = -(rate A n 1 1 : ℂ) * (r 1 1 - steadyState n 1 1) := by
    simp [generator_apply, rate]
    linear_combination A * n * hr - A * h1
  have e01 : generator A n r 0 1 = -(rate A n 0 1 : ℂ) * (r 0 1 - steadyState n 0 1) := by
    simp [generator_apply, rate, steadyState]
  have e10 : generator A n r 1 0 = -(rate A n 1 0 : ℂ) * (r 1 0 - steadyState n 1 0) := by
    simp [generator_apply, rate, steadyState]
  fin_cases i <;> fin_cases j
  · exact e00
  · exact e01
  · exact e10
  · exact e11
```

For $A>0$ and $n\ge0$ all $k_{ij}$ are positive, so for a trace-one matrix $r$ the equation $L(r)=0$ forces $r=\rho$. Conversely, $\rho$ has trace one and zero deviation from itself. The excited population is therefore $n/(2n+1)$.

```lean
/-- The trace-one kernel of the generator consists of the steady state alone. -/
theorem kernel_iff {A n : ℝ} (hA : 0 < A) (hn : 0 ≤ n) (r : Matrix (Fin 2) (Fin 2) ℂ) :
    (generator A n r = 0 ∧ r.trace = 1) ↔ r = steadyState n := by
  constructor
  · rintro ⟨h, htr⟩
    ext i j
    have hk : 0 < rate A n i j := by
      unfold rate
      split_ifs <;> positivity
    have e := generator_of_trace_one A hn htr i j
    rw [h, Matrix.zero_apply] at e
    -- a positive rate forces the deviation to vanish
    have hne : -(rate A n i j : ℂ) ≠ 0 := neg_ne_zero.mpr (by exact_mod_cast hk.ne')
    exact sub_eq_zero.mp ((mul_eq_zero.mp e.symm).resolve_left hne)
  · rintro rfl
    have htr : (steadyState n).trace = 1 := by
      rw [Matrix.trace_fin_two]
      exact (steadyState_populations hn).2.2
    refine ⟨?_, htr⟩
    ext i j
    rw [generator_of_trace_one A hn htr, sub_self, mul_zero, Matrix.zero_apply]
```

The condition $A>0$ matters: at $A=0$ the generator vanishes, and $\mathrm{diag}(1,0)$ and $\mathrm{diag}(0,1)$ are both trace-one kernel elements.

For numerical work $L$ can be written as a $4\times4$ matrix acting on the vectorised $r$. When $A>0$, a null vector from an eigensolver has arbitrary scale; reshaping it into a $2\times2$ matrix and dividing by the trace gives $\rho$.

Let $x=\hbar\omega/k_BT>0$, with $\omega$ the transition frequency and $T$ the temperature of the light. Planck's $n=1/(e^x-1)$ gives $n+1=e^x/(e^x-1)$, so $\rho_{11}/\rho_{00}=n/(n+1)=e^{-x}$. Lean states this as a product.

```lean
/-- For Planck occupation at reduced photon energy `x > 0`, the steady populations have the
Boltzmann ratio `exp(-x)`. -/
theorem boltzmann_ratio {x n : ℝ} (hx : 0 < x) (hn : n = 1 / (Real.exp x - 1)) :
    steadyState n 1 1 = ((Real.exp (-x) : ℝ) : ℂ) * steadyState n 0 0 := by
  have hE : Real.exp x - 1 ≠ 0 := by
    have := Real.add_one_le_exp x
    linarith [this] |> fun h : 0 < Real.exp x - 1 => h.ne'
  have key : n = Real.exp (-x) * (n + 1) := by
    rw [hn, Real.exp_neg]
    field_simp
    try ring
  show (n : ℂ) / (2 * n + 1) = ((Real.exp (-x) : ℝ) : ℂ) * (((n : ℂ) + 1) / (2 * n + 1))
  rw [← mul_div_assoc]
  congr 1
  exact_mod_cast key
```

## Relaxation in time

The proposed evolution keeps trace one, because both populations share the rate $\Gamma$. Differentiating it gives $-k_{ij}$ times the current deviation, which is $L(r)_{ij}$.

```lean
/-- The exponential relaxation of any trace-one initial matrix solves the master equation. -/
theorem relaxed_isSolution (A : ℝ) {n : ℝ} (hn : 0 ≤ n) {r₀ : Matrix (Fin 2) (Fin 2) ℂ}
    (h₀ : r₀.trace = 1) : IsSolution A n (relaxed A n r₀) := by
  intro t i j
  have htr : (relaxed A n r₀ t).trace = 1 := by
    have e : rate A n 0 0 = rate A n 1 1 := by simp [rate]
    rw [Matrix.trace_fin_two] at h₀ ⊢
    simp only [relaxed, Matrix.of_apply, e]
    linear_combination (1 - ((Real.exp (-rate A n 1 1 * t) : ℝ) : ℂ)) *
      (steadyState_populations hn).2.2 + ((Real.exp (-rate A n 1 1 * t) : ℝ) : ℂ) * h₀
  rw [generator_of_trace_one A hn htr]
  have hE : HasDerivAt (fun τ : ℝ => Real.exp (-rate A n i j * τ))
      (Real.exp (-rate A n i j * t) * (-rate A n i j)) t := by
    simpa using ((hasDerivAt_id t).const_mul (-rate A n i j)).exp
  have h := (hE.ofReal_comp.mul_const (r₀ i j - steadyState n i j)).const_add (steadyState n i j)
  refine h.congr_deriv ?_
  simp only [relaxed, Matrix.of_apply]
  push_cast
  ring
```

For the converse, suppose $\dot f=kf$. Then $\frac{d}{dt}(e^{-kt}f)=0$, so $f(t)=e^{kt}f(0)$.

```lean
/-- A complex amplitude obeying `df/dt = k f` is an exponential. -/
theorem exponential_law {f : ℝ → ℂ} {k : ℂ} (h : ∀ t, HasDerivAt f (k * f t) t) (t : ℝ) :
    f t = Complex.exp (k * t) * f 0 := by
  have he : ∀ t : ℝ, HasDerivAt (fun τ : ℝ => Complex.exp (-k * τ))
      (Complex.exp (-k * t) * (-k)) t := by
    intro t
    have h1 : HasDerivAt (fun τ : ℝ => -k * (τ : ℂ)) (-k) t := by
      simpa using (hasDerivAt_id t).ofReal_comp.const_mul (-k)
    exact h1.cexp
  -- the amplitude times the inverse exponential is constant
  have hg : ∀ t : ℝ, HasDerivAt (fun τ : ℝ => Complex.exp (-k * τ) * f τ) 0 t :=
    fun t => ((he t).fun_mul (h t)).congr_deriv (by ring)
  have hc := is_const_of_deriv_eq_zero (fun t => (hg t).differentiableAt)
    (fun t => (hg t).deriv) t 0
  have h0 : Complex.exp (-k * t) * f t = f 0 := by simpa using hc
  have hz : k * (t : ℂ) + -k * t = 0 := by ring
  rw [← h0, ← mul_assoc, ← Complex.exp_add, hz, Complex.exp_zero, one_mul]
```

Any solution conserves its trace, since $L(r)_{00}+L(r)_{11}=0$. If the trace starts at one, each deviation $r_{ij}-\rho_{ij}$ obeys the exponential law with $k=-k_{ij}$, which fixes the solution.

```lean
/-- Every solution with initial trace one is the exponential relaxation of its initial value. -/
theorem solution_eq_relaxed {A n : ℝ} (hn : 0 ≤ n) {r : ℝ → Matrix (Fin 2) (Fin 2) ℂ}
    (h : IsSolution A n r) (h₀ : (r 0).trace = 1) (t : ℝ) : r t = relaxed A n (r 0) t := by
  -- the trace is conserved
  have htr : ∀ t, (r t).trace = 1 := by
    intro t
    have hd : ∀ t, HasDerivAt (fun τ => r τ 0 0 + r τ 1 1) 0 t := fun t =>
      ((h t 0 0).fun_add (h t 1 1)).congr_deriv (by simp [generator_apply])
    have hc : r t 0 0 + r t 1 1 = r 0 0 0 + r 0 1 1 :=
      is_const_of_deriv_eq_zero (fun t => (hd t).differentiableAt) (fun t => (hd t).deriv) t 0
    rw [Matrix.trace_fin_two] at h₀ ⊢
    exact hc.trans h₀
  ext i j
  have e : r t i j - steadyState n i j =
      Complex.exp (-(rate A n i j : ℂ) * t) * (r 0 i j - steadyState n i j) :=
    exponential_law (f := fun τ => r τ i j - steadyState n i j) (fun t =>
      ((h t i j).sub_const (steadyState n i j)).congr_deriv
        (generator_of_trace_one A hn (htr t) i j)) t
  simp only [relaxed, Matrix.of_apply]
  push_cast
  linear_combination e
```

When $A>0$, every $e^{-k_{ij}t}$ tends to zero as $t\to\infty$, so each entry converges to that of $\rho$. For this single atom without pure dephasing, the population and coherence relaxation times $T_1=1/\Gamma$ and $T_2=2/\Gamma$ satisfy $T_2=2T_1$, a simple check on a master-equation simulation.

```lean
/-- Every solution with initial trace one converges entrywise to the steady state. -/
theorem tendsto_steadyState {A n : ℝ} (hA : 0 < A) (hn : 0 ≤ n)
    {r : ℝ → Matrix (Fin 2) (Fin 2) ℂ} (h : IsSolution A n r) (h₀ : (r 0).trace = 1)
    (i j : Fin 2) : Tendsto (fun t => r t i j) atTop (𝓝 (steadyState n i j)) := by
  have hk : -rate A n i j < 0 := by
    have : 0 < rate A n i j := by
      unfold rate
      split_ifs <;> positivity
    linarith
  have hE : Tendsto (fun t : ℝ => Real.exp (-rate A n i j * t)) atTop (𝓝 0) :=
    Real.tendsto_exp_atBot.comp (tendsto_id.const_mul_atTop_of_neg hk)
  have hC := (Complex.continuous_ofReal.tendsto 0).comp hE
  have hL := (hC.mul_const (r 0 i j - steadyState n i j)).const_add (steadyState n i j)
  simp only [Complex.ofReal_zero, zero_mul, add_zero] at hL
  refine hL.congr fun t => ?_
  rw [solution_eq_relaxed hn h h₀ t]
  rfl

end

end ThermalOpticalMasterEquation
```

```lean
#print axioms ThermalOpticalMasterEquation.kernel_iff
#print axioms ThermalOpticalMasterEquation.boltzmann_ratio
#print axioms ThermalOpticalMasterEquation.relaxed_isSolution
#print axioms ThermalOpticalMasterEquation.tendsto_steadyState
```

```
'ThermalOpticalMasterEquation.kernel_iff' depends on axioms: [propext, Classical.choice, Quot.sound]
'ThermalOpticalMasterEquation.boltzmann_ratio' depends on axioms: [propext, Classical.choice, Quot.sound]
'ThermalOpticalMasterEquation.relaxed_isSolution' depends on axioms: [propext, Classical.choice, Quot.sound]
'ThermalOpticalMasterEquation.tendsto_steadyState' depends on axioms: [propext, Classical.choice, Quot.sound]
```
